# Kittel–Van Vleck relation: $g-2$ and $2-g'$ differ by $4r^2/(1+2r)$, with $r$ the orbital-to-spin moment ratio

Magnetic resonance on a ferromagnet such as iron gives a factor $g$ slightly above 2, while the small rotation that the same metal acquires when its magnetisation is reversed gives a second factor $g'$ slightly below 2. The two deviations from 2 are nearly equal, and the question is by how much they differ when the orbital moment is small but not zero. The answer given here holds in a model in which the spin factor is exactly 2 and resonance measures the total moment per unit of spin angular momentum.

```lean
import Mathlib

namespace KittelVanVleck

noncomputable section

/-- Magnetic moment, in Bohr magnetons, of orbital angular momentum `L` and spin angular
momentum `S` (in units of ħ): spin counts twice. -/
def totalMoment (L S : ℝ) : ℝ := L + 2 * S

/-- Ratio of the orbital moment `L` to the spin moment `2 S`, for `S ≠ 0`. -/
def momentRatio (L S : ℝ) : ℝ := L / (2 * S)

/-- Spectroscopic factor `g`: total moment per unit of spin angular momentum, for `S ≠ 0`. -/
def spectroscopicG (L S : ℝ) : ℝ := totalMoment L S / S

/-- Magnetomechanical factor `g'`: total moment per unit of total angular momentum,
for `L + S ≠ 0`. -/
def magnetomechanicalG (L S : ℝ) : ℝ := totalMoment L S / (L + S)

/-- For nonzero spin, one plus twice the moment ratio is the total angular momentum
divided by the spin angular momentum. -/
theorem one_add_two_momentRatio {L S : ℝ} (hS : S ≠ 0) :
    1 + 2 * momentRatio L S = (L + S) / S := by
  have h : momentRatio L S * (2 * S) = L :=
    div_mul_cancel₀ L (mul_ne_zero two_ne_zero hS)
  rw [eq_div_iff hS]
  linear_combination h

/-- For nonzero spin, the spectroscopic factor is `g = 2 (1 + r)`, with `r` the
orbital-to-spin moment ratio. -/
theorem spectroscopicG_eq {L S : ℝ} (hS : S ≠ 0) :
    spectroscopicG L S = 2 * (1 + momentRatio L S) := by
  have h : momentRatio L S * (2 * S) = L :=
    div_mul_cancel₀ L (mul_ne_zero two_ne_zero hS)
  unfold spectroscopicG totalMoment
  rw [div_eq_iff hS]
  linear_combination -h

/-- For nonzero spin and nonzero total angular momentum, the magnetomechanical factor
satisfies `g' (1 + 2 r) = 2 (1 + r)`. -/
theorem magnetomechanicalG_mul {L S : ℝ} (hS : S ≠ 0) (hJ : L + S ≠ 0) :
    magnetomechanicalG L S * (1 + 2 * momentRatio L S) = 2 * (1 + momentRatio L S) := by
  rw [← spectroscopicG_eq hS, one_add_two_momentRatio hS]
  unfold magnetomechanicalG spectroscopicG
  field_simp

/-- If the spin, the total angular momentum and the total moment are all nonzero, then both
g-factors are nonzero and their reciprocals add up to one. -/
theorem reciprocal_sum {L S : ℝ} (hS : S ≠ 0) (hJ : L + S ≠ 0)
    (hM : totalMoment L S ≠ 0) :
    spectroscopicG L S ≠ 0 ∧ magnetomechanicalG L S ≠ 0 ∧
      1 / spectroscopicG L S + 1 / magnetomechanicalG L S = 1 := by
  refine ⟨div_ne_zero hM hS, div_ne_zero hM hJ, ?_⟩
  unfold spectroscopicG magnetomechanicalG
  -- the reciprocals are S / M and (L + S) / M
  rw [one_div_div, one_div_div, ← add_div, div_eq_iff hM]
  unfold totalMoment
  ring

/-- For nonzero spin and nonzero total angular momentum, the difference between `g - 2` and
`2 - g'` is exactly the product of these two deviations. -/
theorem error_eq_product {L S : ℝ} (hS : S ≠ 0) (hJ : L + S ≠ 0) :
    (spectroscopicG L S - 2) - (2 - magnetomechanicalG L S) =
      (spectroscopicG L S - 2) * (2 - magnetomechanicalG L S) := by
  -- the sum of the two factors equals their product
  have h : spectroscopicG L S + magnetomechanicalG L S =
      spectroscopicG L S * magnetomechanicalG L S := by
    unfold spectroscopicG magnetomechanicalG
    rw [div_add_div _ _ hS hJ, div_mul_div_comm]
    congr 1
    unfold totalMoment
    ring
  linear_combination -h

/-- For nonzero spin and nonzero total angular momentum, the difference between `g - 2` and
`2 - g'` is `4 r² / (1 + 2 r)`. -/
theorem error_eq_ratio {L S : ℝ} (hS : S ≠ 0) (hJ : L + S ≠ 0) :
    (spectroscopicG L S - 2) - (2 - magnetomechanicalG L S) =
      4 * momentRatio L S ^ 2 / (1 + 2 * momentRatio L S) := by
  have hne : 1 + 2 * momentRatio L S ≠ 0 := by
    rw [one_add_two_momentRatio hS]
    exact div_ne_zero hJ hS
  rw [eq_div_iff hne, spectroscopicG_eq hS]
  linear_combination magnetomechanicalG_mul hS hJ

/-- **Kittel-Van Vleck relation with its exact error.** For positive spin and an orbital
angular momentum that is zero or parallel to it, `1/g + 1/g' = 1`, and `g - 2` exceeds
`2 - g'` by `4 r² / (1 + 2 r)`, which lies between `0` and `4 r²`. -/
theorem kittel_vanVleck {L S : ℝ} (hS : 0 < S) (hL : 0 ≤ L) :
    1 / spectroscopicG L S + 1 / magnetomechanicalG L S = 1 ∧
    (spectroscopicG L S - 2) - (2 - magnetomechanicalG L S) =
      4 * momentRatio L S ^ 2 / (1 + 2 * momentRatio L S) ∧
    0 ≤ (spectroscopicG L S - 2) - (2 - magnetomechanicalG L S) ∧
    (spectroscopicG L S - 2) - (2 - magnetomechanicalG L S) ≤
      4 * momentRatio L S ^ 2 := by
  have hJ : L + S ≠ 0 := by positivity
  have hM : totalMoment L S ≠ 0 := by
    unfold totalMoment
    positivity
  have hr : 0 ≤ momentRatio L S := by
    unfold momentRatio
    positivity
  have herr := error_eq_ratio hS.ne' hJ
  refine ⟨(reciprocal_sum hS.ne' hJ hM).2.2, herr, ?_, ?_⟩
  · rw [herr]
    positivity
  · -- the denominator 1 + 2 r is at least one
    rw [herr]
    exact div_le_self (by positivity) (by linarith)

/-- If the orbital angular momentum is negative while the total angular momentum stays
positive, the difference between `g - 2` and `2 - g'` is strictly larger than `4 r²`. -/
theorem error_gt_of_opposed {L S : ℝ} (hL : L < 0) (hJ : 0 < L + S) :
    4 * momentRatio L S ^ 2 <
      (spectroscopicG L S - 2) - (2 - magnetomechanicalG L S) := by
  have hS : 0 < S := by linarith
  have hr : momentRatio L S < 0 :=
    div_neg_of_neg_of_pos hL (by positivity)
  have hd : 0 < 1 + 2 * momentRatio L S := by
    rw [one_add_two_momentRatio hS.ne']
    exact div_pos hJ hS
  -- now the denominator 1 + 2 r lies strictly between zero and one
  rw [error_eq_ratio hS.ne' hJ.ne', lt_div_iff₀ hd]
  have hsq : 0 < momentRatio L S ^ 2 := pow_pos_of_neg_sq hr
  nlinarith [mul_pos hsq (neg_pos.mpr hr)]
where
  pow_pos_of_neg_sq {x : ℝ} (hx : x < 0) : 0 < x ^ 2 := by
    nlinarith [mul_pos_of_neg_of_neg hx hx]

end

end KittelVanVleck
```

```lean
#print axioms KittelVanVleck.error_eq_product
-- 'KittelVanVleck.error_eq_product' depends on axioms: [propext, Classical.choice, Quot.sound]
#print axioms KittelVanVleck.kittel_vanVleck
-- 'KittelVanVleck.kittel_vanVleck' depends on axioms: [propext, Classical.choice, Quot.sound]
#print axioms KittelVanVleck.error_gt_of_opposed
-- 'KittelVanVleck.error_gt_of_opposed' depends on axioms: [propext, Classical.choice, Quot.sound]
```

## Two experiments that divide one moment by different angular momenta

Let $L$ and $S$ be the orbital and spin angular momenta along the magnetisation, in units of $\hbar$, for one ion or one formula unit. The magnetic moment in Bohr magnetons is

$$M = L + 2S,$$

because spin produces twice as much moment per unit of angular momentum as orbital motion does. The orbital moment is therefore $L$, the spin moment is $2S$, and their ratio is

$$r = \frac{L}{2S}.$$

In a resonance experiment the moment precesses in a field. In a solid with a largely quenched orbital moment, the crystal field ties the orbital motion to the lattice, and the angular momentum that precesses is essentially that of the spin. The whole moment feels the torque, so the spectroscopic factor is

$$g = \frac{M}{S}.$$

In an Einstein–de Haas experiment the magnetisation is reversed and the body takes up the change in the total electronic angular momentum. The Barnett experiment, in which rotation magnetises the body, measures the same ratio. The magnetomechanical factor is

$$g' = \frac{M}{L+S}.$$

An orbital moment parallel to the spin moment adds to the numerator of both factors, but it adds to the denominator of $g'$ only. This pushes $g$ above 2 and $g'$ below 2.

## The algebra in terms of the moment ratio

From the definition of $r$ we have $L = 2rS$. Inserting this in the spectroscopic factor gives

$$g = \frac{2rS + 2S}{S} = 2(1+r).$$

The total angular momentum is $L+S = S(1+2r)$, so

$$g' = \frac{2S(1+r)}{S(1+2r)} = \frac{2(1+r)}{1+2r}.$$

The reciprocals have the common denominator $M$, and they add up to

$$\frac1g + \frac1{g'} = \frac{S}{M} + \frac{L+S}{M} = \frac{L+2S}{M} = 1.$$

Multiplying by $gg'$ turns this into $g + g' = gg'$. The same identity follows from the definitions without dividing by $M$:

$$g+g' = \frac{M}{S} + \frac{M}{L+S} = \frac{M(L+2S)}{S(L+S)} = \frac{M^2}{S(L+S)} = gg'.$$

Now multiply the two deviations and use this identity once:

$$(g-2)(2-g') = 2(g+g') - gg' - 4 = g + g' - 4 = (g-2)-(2-g').$$

The amount by which the two deviations fail to agree is thus their own product. Two deviations of a few per cent agree up to a term of the order of their square.

The individual deviations are

$$g-2 = 2r, \qquad 2-g' = \frac{2(1+2r)-2(1+r)}{1+2r} = \frac{2r}{1+2r},$$

and their difference is

$$(g-2)-(2-g') = \frac{2r(1+2r)-2r}{1+2r} = \frac{4r^2}{1+2r}.$$

For $r \ge 0$ the numerator is non-negative and the denominator is at least 1, which gives

$$0 \le (g-2)-(2-g') \le 4r^2.$$

At $r=0$ both factors equal 2 and both inequalities become equalities.

If the orbital moment is negative, $L<0$, but $L+S$ stays positive, then $S > -L > 0$, so the orbital moment opposes a larger spin moment. In that case $r<0$ and $1+2r = (L+S)/S$ lies strictly between 0 and 1. Dividing the positive number $4r^2$ by such a denominator makes it larger, so the difference strictly exceeds $4r^2$. Both deviations are now negative, since $g$ is below 2 and $g'$ above it.

## What the Lean statements say

The functions `totalMoment`, `momentRatio`, `spectroscopicG` and `magnetomechanicalG` are $M$, $r$, $g$ and $g'$, each a function of two real numbers `L` and `S`. In textbooks these letters often denote quantum numbers or operators. Here they are signed components along one axis, and they may take any real value, as averages in a metal do. The electron's negative charge makes its moment point against its angular momentum; the definitions absorb this sign, so that positive `S` goes with a positive spin moment.

The main theorem, `kittel_vanVleck`, assumes `0 < S` and `0 ≤ L`, that is, a non-vanishing spin and an orbital part that is absent or parallel to it. It states four things together: the reciprocal sum, the expression $4r^2/(1+2r)$ for the difference of the deviations, the lower bound 0 and the upper bound $4r^2$.

The identities hold under weaker hypotheses:

- `spectroscopicG_eq` gives $g = 2(1+r)$ for `S ≠ 0`.
- `magnetomechanicalG_mul` gives the formula for $g'$ in multiplied form, $g'(1+2r) = 2(1+r)$, for `S ≠ 0` and `L + S ≠ 0`.
- `error_eq_product` and `error_eq_ratio` give the two expressions for the difference under the same two conditions, whatever the sign of `L`.
- `reciprocal_sum` also requires a non-zero total moment. At $L=-2S$ the moments cancel and both factors vanish; Lean sets $1/0 = 0$, so the sum of reciprocals would come out as 0 instead of 1.

The last theorem, `error_gt_of_opposed`, treats `L < 0` with `0 < L + S` and shows that the upper bound fails for every such pair.

The spin factor is fixed at exactly 2. This is the Dirac value for the electron; the radiative correction, which raises it to about 2.0023, is neglected. With the correction, both factors would equal 2.0023 at zero orbital moment, and $g-2$ would already exceed $2-g'$ by about 0.005. That is comparable to $4r^2$ when $r$ is a few per cent, so the formula for the difference is exact within the model but not for precise measured values. The model also has a single magnetisation axis and one pair $(L,S)$, so it contains neither anisotropic $g$-tensors nor several magnetic sublattices.

The Kittel–Van Vleck relation $1/g + 1/g' = 1$ is a statement about measured quantities, and its physical content includes the claim that resonance measures $M/S$. In the Lean file this is a definition. Whether it applies to a given material depends on the quenching of the orbital moment by the crystal field. In a free atom in a weak field, spin and orbital angular momentum precess together, and resonance gives the moment per unit of total angular momentum instead.

## How the proofs follow the algebra

The lemma `one_add_two_momentRatio` proves $1+2r = (L+S)/S$. It starts from $r\cdot 2S = L$, which is the definition of $r$ with the denominator cleared, and `linear_combination h` finishes the identity. The same fact gives `spectroscopicG_eq`. For `magnetomechanicalG_mul`, the right-hand side is rewritten as $g$ and the bracket as $(L+S)/S$. What remains is

$$\frac{M}{L+S}\cdot\frac{L+S}{S} = \frac{M}{S},$$

and `field_simp` cancels the common factor.

In `reciprocal_sum`, the two uses of `one_div_div` invert the fractions to $S/M$ and $(L+S)/M$. They are added over the common denominator, and `ring` checks that the numerator equals $M$.

The proof of `error_eq_product` first establishes $g+g'=gg'$ by the route that avoids dividing by $M$. After `div_add_div` and `div_mul_div_comm`, both sides are fractions with denominator $S(L+S)$, and `congr 1` leaves the equality of the numerators. The final `linear_combination -h` is the expansion of $(g-2)(2-g')$ given above.

The proof of `error_eq_ratio` does not pass through the product. It shows that $1+2r$ is non-zero, multiplies through by it and replaces $g$ by $2(1+r)$. The claim becomes

$$\bigl(2r - 2 + g'\bigr)(1+2r) = 4r^2.$$

Replacing $g'(1+2r)$ by $2(1+r)$ turns the left side into $(2r-2)(1+2r) + 2(1+r) = 4r^2$, and this replacement is what the last `linear_combination` carries out.

For `kittel_vanVleck`, the tactic `positivity` derives from the signs of $L$ and $S$ that $L+S$ and $M$ are non-zero and that $r \ge 0$. The two identities then come from the earlier theorems. The lower bound is again a matter of signs, and the upper bound uses `div_le_self`: a non-negative number does not grow when it is divided by something that is at least 1.

In the opposed case, the proof multiplies the desired inequality by the positive number $1+2r$, which leaves

$$4r^2(1+2r) < 4r^2, \qquad\text{that is,}\qquad 8r^3 < 0.$$

The tactic `nlinarith` obtains this from the positivity of $r^2\cdot(-r)$. The auxiliary lemma after `where` supplies the fact that the square of a negative number is positive.

## From computed moments to the two factors

An electronic-structure calculation with spin–orbit coupling can report a spin moment and an orbital moment per atom, and within this collinear model with spin factor 2 these two numbers fix both $g$ and $g'$. Suppose, for illustration, that the spin moment is 1.60 and the orbital moment 0.08 Bohr magnetons, parallel to each other. The spin moment is $2S$, so $S = 0.80$, while $L = 0.08$. The moment ratio is $r = 0.08/1.60 = 0.05$, and

$$g = \frac{1.68}{0.80} = 2.100, \qquad g' = \frac{1.68}{0.88} \approx 1.909.$$

The deviations are 0.100 and about 0.091. They differ by $4(0.05)^2/1.1 \approx 0.009$, just below the bound $4r^2 = 0.010$.

The calculation also runs in the other direction. If resonance gives $g = 2.100$ and the total moment is known to be 1.68 Bohr magnetons, then $S = M/g = 0.80$ and $L = M - 2S = 0.08$, which separates the moment into its spin and orbital parts. The reciprocal relation predicts the magnetomechanical factor as

$$g' = \frac{g}{g-1} = \frac{2.100}{1.100} \approx 1.909,$$

whereas simply reflecting $g$ about 2 would give 1.900.
